# Linearising the Poisson–Boltzmann equation never increases the magnitude of the charge on a single planar electrode in a symmetric electrolyte at given potential

A metal electrode is held at a fixed potential relative to the bulk of a salt solution. Ions gather in front of it and screen it, and the electrode takes up whatever charge the potential demands. In a mean-field description with point ions of valence $\pm z$, the potential $V(x)$ at distance $x$ from a flat electrode, measured from its bulk value, enters through the reduced potential $\varphi = zeV/k_BT$. This obeys

$$\varphi'' = k^2\sinh\varphi ,$$

where $1/k$ is the Debye screening length. For small $\varphi$ one often replaces $\sinh\varphi$ by $\varphi$. What does this do to the charge? At equal potential the linearised charge is never larger in magnitude, and it is equal only at zero potential.

## The double layer and its charge

```lean
import Mathlib

open Filter Topology Set

namespace PoissonBoltzmannElectrode

noncomputable section

/-- A planar double layer on `[0, ∞)`: the reduced potential `φ` has gradient `φ'`, obeys
`φ'' = f(φ)`, and both `φ` and `φ'` vanish far from the electrode. -/
structure IsDoubleLayer (f φ φ' : ℝ → ℝ) : Prop where
  gradient : ∀ x, 0 ≤ x → HasDerivWithinAt φ (φ' x) (Ici 0) x
  poisson : ∀ x, 0 ≤ x → HasDerivWithinAt φ' (f (φ x)) (Ici 0) x
  potential_decay : Tendsto φ atTop (𝓝 0)
  gradient_decay : Tendsto φ' atTop (𝓝 0)
```

The structure collects what it means for $\varphi$ to be a double layer with response $f$. In Lean, `φ'` is merely the name of a second function. The field `gradient` makes it the derivative of $\varphi$, and `poisson` says that its own derivative is $f(\varphi(x))$. Together they state $\varphi''=f(\varphi)$ for every $x\ge 0$.

`Ici 0` is the half-line $[0,\infty)$, and `HasDerivWithinAt` takes the derivative from within it, so at the electrode surface the derivative is one-sided. The last two fields say $\varphi(x)\to0$ and $\varphi'(x)\to0$ as $x\to\infty$: far away the solution is neutral and field-free. Some decay condition is needed, since $\cosh(kx)$ solves the linearised equation with potential 1 and no charge at $x=0$.

Poisson–Boltzmann is the case $f(u)=k^2\sinh u$, and the linearised theory is $f(u)=k^2u$. The model has one electrode, uniform permittivity and no layer at the surface from which ions are excluded.

```lean
/-- The electrode charge per area in reduced units: minus the potential gradient at `x = 0`. -/
def electrodeCharge (φ' : ℝ → ℝ) : ℝ := -φ' 0
```

The reduced charge is $-\varphi'(0)$. With permittivity $\varepsilon$ and no field inside the metal, Gauss's law gives the charge per area as $\sigma=(\varepsilon k_BT/ze)\,(-\varphi'(0))$. The prefactor is the same in both theories and does not affect the comparison.

## Growth is incompatible with decay

```lean
/-- A quantity with `w' = a w` and `a ≥ 0` on `[0, ∞)` that vanishes at infinity is zero. -/
theorem eq_zero_of_growth {w a : ℝ → ℝ} {x : ℝ}
    (hw : ∀ y, 0 ≤ y → HasDerivWithinAt w (a y * w y) (Ici 0) y)
    (ha : ∀ y, 0 ≤ y → 0 ≤ a y) (hl : Tendsto w atTop (𝓝 0)) (hx : 0 ≤ x) : w x = 0 := by
  have hd : ∀ y, 0 ≤ y →
      HasDerivWithinAt (fun y => w y * w y) (2 * a y * (w y * w y)) (Ici 0) y :=
    fun y hy => ((hw y hy).mul (hw y hy)).congr_deriv (by ring)
  -- the square grows with distance, yet ends at zero
  have hmono : MonotoneOn (fun y => w y * w y) (Ici 0) :=
    monotoneOn_of_hasDerivWithinAt_nonneg (f' := fun y => 2 * a y * (w y * w y))
      (convex_Ici 0) (fun y hy => (hd y hy).continuousWithinAt)
      (fun y hy => (hd y (interior_subset hy)).mono interior_subset)
      (fun y hy => mul_nonneg (mul_nonneg zero_le_two (ha y (interior_subset hy)))
        (mul_self_nonneg _))
  have hl2 : Tendsto (fun y => w y * w y) atTop (𝓝 (0 * 0)) := hl.mul hl
  have hle : w x * w x ≤ 0 * 0 := by
    refine ge_of_tendsto hl2 ?_
    filter_upwards [eventually_ge_atTop x] with y hy
    exact hmono (mem_Ici.2 hx) (mem_Ici.2 (hx.trans hy)) hy
  exact mul_self_eq_zero.mp (le_antisymm (by linarith) (mul_self_nonneg _))
```

Let $w'=a\,w$ on $[0,\infty)$ with $a\ge0$, and let $w\to0$ at infinity. Then

$$(w^2)' = 2ww' = 2a\,w^2\ge 0 ,$$

so $w^2$ never decreases. For every $y\ge x$ we have $w(x)^2\le w(y)^2$. Letting $y\to\infty$ gives $w(x)^2\le0$, hence $w(x)=0$.

In the code, `hd` is the derivative of the square, `hmono` its monotonicity, and `ge_of_tendsto` carries the inequality to the limit.

The step from a sign of the derivative to monotonicity is made by Mathlib's `monotoneOn_of_hasDerivWithinAt_nonneg`, which packages the mean value theorem. It asks for four things:

- The set is convex (`convex_Ici 0`). On a set with a gap, a function could have non-negative slope on each part and still drop across the gap.
- The function is continuous on the set, which follows here from differentiability.
- It has the stated derivative at interior points. The term `.mono interior_subset` restricts our derivative within $[0,\infty)$ to one within $(0,\infty)$.
- That derivative is non-negative at interior points.

The boundary point therefore needs only continuity. The result, `MonotoneOn`, can be used like a function: given two points of the set and a proof that they are ordered, it returns the inequality between the values. This is how `hmono` is applied near the end.

## From second order to first order

```lean
/-- If the response factors as `f = s s'` with `s' ≥ 0` the derivative of `s` and `s(0) = 0`,
then every double layer obeys the first-order law `φ' = -s(φ)`. -/
theorem gradient_eq_neg {f s s' φ φ' : ℝ → ℝ} {x : ℝ} (h : IsDoubleLayer f φ φ')
    (hs : ∀ u, HasDerivAt s (s' u) u) (hf : ∀ u, f u = s u * s' u)
    (hs' : ∀ u, 0 ≤ s' u) (h0 : s 0 = 0) (hx : 0 ≤ x) : φ' x = -s (φ x) := by
  have hw : ∀ y, 0 ≤ y → HasDerivWithinAt (fun y => φ' y + s (φ y))
      (s' (φ y) * (φ' y + s (φ y))) (Ici 0) y := by
    intro y hy
    have h1 : HasDerivWithinAt (fun y => s (φ y)) (s' (φ y) * φ' y) (Ici 0) y :=
      (hs (φ y)).comp_hasDerivWithinAt y (h.gradient y hy)
    exact ((h.poisson y hy).add h1).congr_deriv (by rw [hf]; ring)
  have hl : Tendsto (fun y => φ' y + s (φ y)) atTop (𝓝 (0 + s 0)) :=
    h.gradient_decay.add ((hs 0).continuousAt.tendsto.comp h.potential_decay)
  rw [h0, add_zero] at hl
  have e : φ' x + s (φ x) = 0 :=
    eq_zero_of_growth (w := fun y => φ' y + s (φ y)) (a := fun y => s' (φ y))
      hw (fun y _ => hs' (φ y)) hl hx
  linarith
```

Suppose the response factors as $f=s\,s'$, with $s'\ge0$ the derivative of $s$ and $s(0)=0$. Put $w=\varphi'+s(\varphi)$. Then

$$w' = f(\varphi)+s'(\varphi)\,\varphi' = s'(\varphi)\,\bigl(s(\varphi)+\varphi'\bigr)=s'(\varphi)\,w ,$$

and $w\to 0+s(0)=0$ at infinity. The previous theorem with $a=s'(\varphi)$ gives $w=0$, that is, $\varphi'=-s(\varphi)$ at every $x\ge0$.

The textbook route multiplies the equation by $\varphi'$ and integrates to $\varphi'^2=s(\varphi)^2$, after which the sign of the root has to be argued. Here the sign comes out directly.

In the code, `hw` is the displayed equation, with the chain rule supplied by `comp_hasDerivWithinAt`, and `hl` is the limit.

```lean
/-- Conversely, if `f = s s'` with `s'` the derivative of `s` and `s(0) = 0`, a decaying
potential with `φ' = -s(φ)` is a double layer. -/
theorem isDoubleLayer_of_gradient {f s s' φ : ℝ → ℝ}
    (hs : ∀ u, HasDerivAt s (s' u) u) (hf : ∀ u, f u = s u * s' u) (h0 : s 0 = 0)
    (hφ : ∀ x, 0 ≤ x → HasDerivWithinAt φ (-s (φ x)) (Ici 0) x)
    (hl : Tendsto φ atTop (𝓝 0)) : IsDoubleLayer f φ (fun x => -s (φ x)) := by
  refine ⟨hφ, fun x hx => ?_, hl, ?_⟩
  · have h1 : HasDerivWithinAt (fun y => s (φ y)) (s' (φ x) * -s (φ x)) (Ici 0) x :=
      (hs (φ x)).comp_hasDerivWithinAt x (hφ x hx)
    exact h1.neg.congr_deriv (by rw [hf]; ring)
  · have h1 : Tendsto (fun y => -s (φ y)) atTop (𝓝 (-s 0)) :=
      ((hs 0).continuousAt.tendsto.comp hl).neg
    rwa [h0, neg_zero] at h1
```

This is the converse. If $\varphi'=-s(\varphi)$ and $\varphi\to0$, then $\varphi''=-s'(\varphi)\varphi'=s'(\varphi)s(\varphi)=f(\varphi)$, and $\varphi'\to-s(0)=0$. It will serve to check explicit profiles.

## The two charge laws

```lean
/-- The function `2k sinh(u/2)` has derivative `k cosh(u/2)`, and their product is the
Poisson-Boltzmann response `k² sinh u`. -/
theorem response_factors (k u : ℝ) :
    HasDerivAt (fun u => 2 * k * Real.sinh (u / 2)) (k * Real.cosh (u / 2)) u ∧
      k ^ 2 * Real.sinh u = 2 * k * Real.sinh (u / 2) * (k * Real.cosh (u / 2)) := by
  constructor
  · exact ((((hasDerivAt_id' u).div_const 2).sinh).const_mul (2 * k)).congr_deriv (by ring)
  · have h1 := Real.sinh_two_mul (u / 2)
    have h2 : 2 * (u / 2) = u := by ring
    rw [h2] at h1
    rw [h1]
    ring
```

For Poisson–Boltzmann take $s(u)=2k\sinh(u/2)$. Its derivative is $k\cosh(u/2)$, and

$$2k\sinh\tfrac u2\cdot k\cosh\tfrac u2 = k^2\sinh u$$

by the double-argument formula, `Real.sinh_two_mul`. The symbol `∧` joins the two statements.

```lean
/-- Grahame equation: for `k > 0` the charge of a Poisson-Boltzmann electrode is
`2k sinh(φ(0)/2)`. -/
theorem grahame {k : ℝ} {φ φ' : ℝ → ℝ} (hk : 0 < k)
    (h : IsDoubleLayer (fun u => k ^ 2 * Real.sinh u) φ φ') :
    electrodeCharge φ' = 2 * k * Real.sinh (φ 0 / 2) := by
  have e : φ' 0 = -(2 * k * Real.sinh (φ 0 / 2)) :=
    gradient_eq_neg (s := fun u => 2 * k * Real.sinh (u / 2))
      (s' := fun u => k * Real.cosh (u / 2)) h (fun u => (response_factors k u).1)
      (fun u => (response_factors k u).2)
      (fun u => mul_nonneg hk.le (Real.cosh_pos _).le) (by simp) le_rfl
  rw [electrodeCharge, e, neg_neg]
```

Since $k>0$ and $\cosh>0$, the condition $s'\ge0$ holds. At $x=0$ the first-order law reads $\varphi'(0)=-2k\sinh(\varphi(0)/2)$, so the reduced charge is

$$-\varphi'(0)=2k\sinh\frac{\varphi(0)}2 .$$

This is the Grahame equation in reduced form. The charge has the sign of the potential.

```lean
/-- For `k > 0` the charge of a linearised electrode is `k ψ(0)`. -/
theorem linearised_charge {k : ℝ} {ψ ψ' : ℝ → ℝ} (hk : 0 < k)
    (h : IsDoubleLayer (fun u => k ^ 2 * u) ψ ψ') : electrodeCharge ψ' = k * ψ 0 := by
  have e : ψ' 0 = -(k * ψ 0) :=
    gradient_eq_neg (s := fun u => k * u) (s' := fun _ => k) h
      (fun u => ((hasDerivAt_id' u).const_mul k).congr_deriv (mul_one k))
      (fun u => show k ^ 2 * u = k * u * k by ring) (fun _ => hk.le) (by simp) le_rfl
  rw [electrodeCharge, e, neg_neg]
```

For the linearised theory, with potential $\psi$, take $s(u)=ku$ and $s'(u)=k$. Their product is $k^2u$, and the same argument gives $-\psi'(0)=k\,\psi(0)$.

## The comparison at fixed potential

```lean
/-- At equal electrode potential and equal `k > 0`, the linearised theory never gives a larger
charge magnitude than Poisson-Boltzmann, and the two agree only at zero potential. -/
theorem linearised_charge_le {k : ℝ} {φ φ' ψ ψ' : ℝ → ℝ} (hk : 0 < k)
    (h : IsDoubleLayer (fun u => k ^ 2 * Real.sinh u) φ φ')
    (hl : IsDoubleLayer (fun u => k ^ 2 * u) ψ ψ') (h0 : ψ 0 = φ 0) :
    |electrodeCharge ψ'| ≤ |electrodeCharge φ'| ∧
      (|electrodeCharge ψ'| = |electrodeCharge φ'| ↔ φ 0 = 0) := by
  rw [linearised_charge hk hl, grahame hk h, h0, abs_mul, abs_mul, abs_of_pos hk,
    abs_of_pos (by positivity : 0 < 2 * k)]
  by_cases hz : φ 0 = 0
  · simp [hz]
  · -- away from zero potential the hyperbolic sine is strictly larger
    have h1 := Real.self_lt_sinh_iff.2 (abs_pos.2 (div_ne_zero hz (two_ne_zero (α := ℝ))))
    rw [← Real.abs_sinh, abs_div, abs_two] at h1
    have h2 := mul_lt_mul_of_pos_left h1 hk
    exact ⟨by linarith, fun e => by linarith, fun e => absurd e hz⟩
```

The hypotheses are one double layer of each kind, with the same $k>0$ and the same surface potential, `ψ 0 = φ 0`. The conclusion has two parts: the inequality between the charge magnitudes, and the statement that equality holds if and only if $\varphi(0)=0$.

By the two charge laws, the claim is

$$k|\varphi(0)|\le 2k\left|\sinh\frac{\varphi(0)}2\right| .$$

If $\varphi(0)=0$, both sides vanish. Otherwise put $t=|\varphi(0)|/2>0$. The function $\sinh t-t$ is zero at $t=0$ and has derivative $\cosh t-1>0$ for $t>0$, so $t<\sinh t$. Multiplying by $2k$ gives the strict inequality.

The `rw` inserts the charge laws, `by_cases` separates the two cases, and `Real.self_lt_sinh_iff` supplies $t<\sinh t$.

This gives the direction of the linearisation error for a single planar electrode in a symmetric electrolyte of point ions: at any fixed non-zero potential, the linearised double layer stores a charge of smaller magnitude than the Poisson–Boltzmann one. The comparison does not cover ions of finite size or a second electrode nearby.

## Explicit profiles

```lean
/-- The exponentially screened profile `A exp(-k x)`. -/
def debye (k A x : ℝ) : ℝ := A * Real.exp (-(k * x))

/-- The Gouy-Chapman potential `2 log((1 + u)/(1 - u))` with `u = g exp(-k x)`, meant for
`|u| < 1`. -/
def gouyChapman (k g x : ℝ) : ℝ :=
  2 * (Real.log (1 + debye k g x) - Real.log (1 - debye k g x))
```

The first definition is the exponential $A e^{-kx}$ with amplitude $A$. The second is the Gouy–Chapman profile

$$\varphi(x)=2\ln\frac{1+u}{1-u},\qquad u=g\,e^{-kx},$$

with amplitude $g$, written as a difference of logarithms.

```lean
/-- For `k > 0` the profile `A exp(-k x)` is a linearised double layer. -/
theorem linearised_witness {k : ℝ} (hk : 0 < k) (A : ℝ) :
    IsDoubleLayer (fun u => k ^ 2 * u) (debye k A) (fun x => -(k * debye k A x)) := by
  have hd : ∀ x, 0 ≤ x → HasDerivWithinAt (debye k A) (-(k * debye k A x)) (Ici 0) x := by
    intro x _
    have h1 : HasDerivAt (fun y : ℝ => -(k * y)) (-(k * 1)) x :=
      ((hasDerivAt_id' x).const_mul k).neg
    exact ((h1.exp.const_mul A).congr_deriv (by unfold debye; ring)).hasDerivWithinAt
  have h1 : Tendsto (fun x : ℝ => k * x) atTop atTop := tendsto_id.const_mul_atTop hk
  have h2 : Tendsto (debye k A) atTop (𝓝 (A * 0)) :=
    (Real.tendsto_exp_neg_atTop_nhds_zero.comp h1).const_mul A
  rw [mul_zero] at h2
  exact isDoubleLayer_of_gradient (s := fun u => k * u) (s' := fun _ => k)
    (fun u => ((hasDerivAt_id' u).const_mul k).congr_deriv (mul_one k))
    (fun u => show k ^ 2 * u = k * u * k by ring) (by simp) hd h2
```

The exponential satisfies $\psi'=-k\psi$ and decays for $k>0$. The converse theorem then makes it a linearised double layer, for any real $A$.

```lean
/-- For `k > 0` and `|g| < 1` the Gouy-Chapman potential is a Poisson-Boltzmann double layer. -/
theorem poissonBoltzmann_witness {k g : ℝ} (hk : 0 < k) (hg : |g| < 1) :
    IsDoubleLayer (fun u => k ^ 2 * Real.sinh u) (gouyChapman k g)
      (fun x => -(2 * k * Real.sinh (gouyChapman k g x / 2))) := by
  have hD := linearised_witness hk g
  have hd : ∀ x, 0 ≤ x → HasDerivWithinAt (gouyChapman k g)
      (-(2 * k * Real.sinh (gouyChapman k g x / 2))) (Ici 0) x := by
    intro x hx
    have h1 : Real.exp (-(k * x)) ≤ 1 :=
      Real.exp_le_one_iff.2 (neg_nonpos.2 (mul_nonneg hk.le hx))
    have h2 : |debye k g x| < 1 := by
      rw [debye, abs_mul, abs_of_pos (Real.exp_pos _)]
      exact (mul_le_of_le_one_right (abs_nonneg g) h1).trans_lt hg
    have hp : 0 < 1 + debye k g x := by linarith [(abs_lt.1 h2).1]
    have hm : 0 < 1 - debye k g x := by linarith [(abs_lt.1 h2).2]
    have np := hp.ne'
    have nm := hm.ne'
    have he : Real.exp (gouyChapman k g x / 2) = (1 + debye k g x) / (1 - debye k g x) := by
      rw [gouyChapman, mul_div_cancel_left₀ _ (two_ne_zero (α := ℝ)), Real.exp_sub,
        Real.exp_log hp, Real.exp_log hm]
    refine (((((hD.gradient x hx).const_add 1).log np).sub
      (((hD.gradient x hx).const_sub 1).log nm)).const_mul 2).congr_deriv ?_
    rw [Real.sinh_eq, Real.exp_neg, he]
    field_simp
    ring
  have hl : Tendsto (gouyChapman k g) atTop
      (𝓝 (2 * (Real.log (1 + 0) - Real.log (1 - 0)))) :=
    (((hD.potential_decay.const_add 1).log (by norm_num)).sub
      ((hD.potential_decay.const_sub 1).log (by norm_num))).const_mul 2
  exact isDoubleLayer_of_gradient (s := fun u => 2 * k * Real.sinh (u / 2))
    (s' := fun u => k * Real.cosh (u / 2)) (fun u => (response_factors k u).1)
    (fun u => (response_factors k u).2) (by simp) hd (by simpa using hl)

end

end PoissonBoltzmannElectrode
```

For $|g|<1$ and $x\ge0$ we have $|u|<1$, so both logarithms have positive arguments. With $u'=-ku$,

$$\varphi'=2u'\left(\frac1{1+u}+\frac1{1-u}\right)=-\frac{4ku}{1-u^2} .$$

On the other side, $e^{\varphi/2}=(1+u)/(1-u)$, which is `he` in the code, and therefore

$$2k\sinh\frac\varphi2=k\left(\frac{1+u}{1-u}-\frac{1-u}{1+u}\right)=\frac{4ku}{1-u^2} .$$

Hence $\varphi'=-2k\sinh(\varphi/2)$; `field_simp` and `ring` do this algebra. As $x\to\infty$, $u\to0$ and $\varphi\to0$, so the converse theorem applies again.

Setting $x=0$ by hand gives $\varphi(0)=4\,\mathrm{artanh}\,g$. The choices $g=\tanh(\varphi_0/4)$ and $A=\varphi_0$ thus provide a pair of profiles to compare at any surface potential $\varphi_0$.

```lean
#print axioms PoissonBoltzmannElectrode.linearised_charge_le
-- 'PoissonBoltzmannElectrode.linearised_charge_le' depends on axioms: [propext, Classical.choice, Quot.sound]
```
